# Linear mixing for a symmetric matrix with eigenvalues in [m, M], m > 0: with a = 2/(m+M), each step leaves at most (M−m)/(M+m) of the error

Linear mixing, \(x \mapsto x - a(Ax - b)\), converges to \(A^{-1}b\) from any starting vector if \(A\) is a real symmetric matrix with all eigenvalues in \([m, M]\), \(m > 0\), and \(a = 2/(m+M)\). Each step multiplies the Euclidean norm of the error by at most \((M-m)/(M+m)\). I know the argument as a statement about eigenmodes: soft modes are corrected slowly, stiff modes overshoot, and this \(a\) balances the two. I would like to see it made rigorous, with a proof that a machine has checked. Can that be done in Lean 4 with Mathlib, and can it also be shown that no other fixed \(a\) guarantees a better factor?

## The error is damped mode by mode

Yes to both. The contraction and the convergence hold as you state them, and the factor is the best that a fixed \(a\) can guarantee when \(m\) and \(M\) are themselves eigenvalues of \(A\).

Let \(x_*\) be the solution, so \(Ax_* = b\), and let \(e = x - x_*\) be the error of the current vector \(x\). After one step the error is

\[
x - a(Ax - b) - x_* = (x - x_*) - a(Ax - Ax_*) = e - aAe .
\]

The vector \(b\) has dropped out. Since \(A\) is symmetric, it has an orthonormal basis of eigenvectors \(v_i\) with \(Av_i = \mu_i v_i\). The component of the new error along \(v_i\) is

\[
\langle v_i, e - aAe\rangle = \langle v_i, e\rangle - a\langle Av_i, e\rangle = (1 - a\mu_i)\langle v_i, e\rangle .
\]

If a number \(q \ge 0\) satisfies \(|1 - a\mu_i| \le q\) for all \(i\), then

\[
\|e - aAe\|^2 = \sum_i (1 - a\mu_i)^2 \langle v_i, e\rangle^2 \le q^2 \sum_i \langle v_i, e\rangle^2 = q^2\|e\|^2 .
\]

For \(a = 2/(m+M)\) and an eigenvalue \(\mu\) in \([m, M]\),

\[
1 - a\mu = \frac{M + m - 2\mu}{M + m}, \qquad -(M-m) \le M + m - 2\mu \le M - m ,
\]

so \(q = (M-m)/(M+m)\) will do. Because \(0 < m \le M\), we have \(0 \le q < 1\). Let \(x_k\) be the vector after \(k\) steps from \(x_0\). Applying the one-step bound \(k\) times gives

\[
\|x_k - x_*\| \le q^k\,\|x_0 - x_*\| \to 0 .
\]

The solution exists because \(A\) is invertible. If \(Au = Aw\) with \(u \ne w\), then \(u - w\) would be an eigenvector with eigenvalue \(0\), which lies below \(m\). Hence \(A\) is injective, and a square matrix that is injective is invertible, so \(x_* = A^{-1}b\).

For the optimality, let \(m\) and \(M\) both be eigenvalues and let \(a\) be any real number. Suppose that both extreme modes were damped better than \(q\), that is, \(|1 - am| < q\) and \(|1 - aM| < q\). Then \(1 - am < q\) and \(aM - 1 < q\). Multiplying the first inequality by \(M\), the second by \(m\), and adding them gives

\[
M - m = M(1 - am) + m(aM - 1) < q(M + m) = M - m ,
\]

a contradiction. So \(|1 - a\mu| \ge q\) for \(\mu = m\) or \(\mu = M\). Take an eigenvector \(v\) for this \(\mu\) and start from \(x_0 = x_* + v\). The error after \(k\) steps is \((1 - a\mu)^k v\), and its norm is at least \(q^k\|v\|\).

The Lean file proves the bounds for operators first and then specialises to matrices.

```lean
import Mathlib

open Filter Topology

namespace LinearMixing

noncomputable section

variable {E : Type*} [NormedAddCommGroup E] [InnerProductSpace ℝ E]

/-- One linear mixing step for `A x = b`: the residual `A x - b`, scaled by the mixing
parameter `a`, is subtracted from `x`. -/
def mixStep (A : E →ₗ[ℝ] E) (b : E) (a : ℝ) (x : E) : E := x - a • (A x - b)

/-- All eigenvalues of `A` lie in the interval `[m, M]`. -/
def SpectrumIn (A : E →ₗ[ℝ] E) (m M : ℝ) : Prop :=
  ∀ μ : ℝ, Module.End.HasEigenvalue A μ → m ≤ μ ∧ μ ≤ M

/-- A mixing step sends the error `e = x - xs` to `e - a A e`. -/
theorem mixStep_error {A : E →ₗ[ℝ] E} {b xs : E} (hxs : A xs = b) (a : ℝ) (x : E) :
    mixStep A b a x - xs = (x - xs) - a • A (x - xs) := by
  unfold mixStep
  rw [map_sub, hxs]
  module

/-- An error along an eigenvector with eigenvalue `μ` is multiplied by `1 - a μ` in each
mixing step. -/
theorem eigenvector_error {A : E →ₗ[ℝ] E} {b xs v : E} {μ : ℝ} (hxs : A xs = b)
    (hv : A v = μ • v) (a : ℝ) (k : ℕ) :
    (mixStep A b a)^[k] (xs + v) - xs = (1 - a * μ) ^ k • v := by
  induction k with
  | zero => simp
  | succ k ih =>
    rw [Function.iterate_succ_apply', mixStep_error hxs, ih, map_smul, hv, pow_succ]
    module

/-- For `m > 0`, `a = 2/(m+M)` and a real number `μ` in `[m, M]`, the damping factor `1 - a μ` is at
most `(M-m)/(M+m)` in absolute value. -/
theorem damping_le {m M μ : ℝ} (hm : 0 < m) (h1 : m ≤ μ) (h2 : μ ≤ M) :
    |1 - 2 / (m + M) * μ| ≤ (M - m) / (M + m) := by
  have hs : 0 < M + m := by linarith
  have hs' : M + m ≠ 0 := hs.ne'
  have h : 1 - 2 / (m + M) * μ = (M + m - 2 * μ) / (M + m) := by
    rw [add_comm m M]
    field_simp
  rw [h, abs_div, abs_of_pos hs]
  exact div_le_div_of_nonneg_right (abs_le.2 ⟨by linarith, by linarith⟩) hs.le

/-- If `0 < m ≤ M` and both `m` and `M` are eigenvalues of `A`, then for every mixing parameter `a`
there is a starting point, different from the solution `xs`, whose error after `k` steps is, for
every `k`, at least `((M-m)/(M+m))^k` times the initial one. -/
theorem rate_optimal {A : E →ₗ[ℝ] E} {b xs : E} {m M : ℝ} (hm : 0 < m) (hmM : m ≤ M)
    (hAm : Module.End.HasEigenvalue A m) (hAM : Module.End.HasEigenvalue A M)
    (hxs : A xs = b) (a : ℝ) :
    ∃ x₀ : E, x₀ ≠ xs ∧ ∀ k : ℕ,
      ((M - m) / (M + m)) ^ k * ‖x₀ - xs‖ ≤ ‖(mixStep A b a)^[k] x₀ - xs‖ := by
  have hM : 0 < M := by linarith
  have hq0 : 0 ≤ (M - m) / (M + m) := div_nonneg (by linarith) (by linarith)
  -- one of the two extreme eigenvalues is damped no better than the optimal factor
  have key : ∃ μ : ℝ, Module.End.HasEigenvalue A μ ∧ (M - m) / (M + m) ≤ |1 - a * μ| := by
    by_contra hcon
    have h1 : |1 - a * m| < (M - m) / (M + m) :=
      lt_of_not_ge fun h => hcon ⟨m, hAm, h⟩
    have h2 : |1 - a * M| < (M - m) / (M + m) :=
      lt_of_not_ge fun h => hcon ⟨M, hAM, h⟩
    have hq : (M - m) / (M + m) * (M + m) = M - m :=
      div_mul_cancel₀ _ (by linarith : 0 < M + m).ne'
    generalize (M - m) / (M + m) = q at h1 h2 hq
    have e1 := mul_pos hM (sub_pos.2 (lt_of_le_of_lt (le_abs_self _) h1))
    have e2 := mul_pos hm (sub_pos.2 (lt_of_le_of_lt (neg_le_abs _) h2))
    nlinarith
  obtain ⟨μ, hμ, hle⟩ := key
  obtain ⟨v, hv⟩ := hμ.exists_hasEigenvector
  refine ⟨xs + v, fun h => hv.2 (by simpa using h), fun k => ?_⟩
  rw [eigenvector_error hxs hv.apply_eq_smul, norm_smul, norm_pow, Real.norm_eq_abs,
    add_sub_cancel_left]
  exact mul_le_mul_of_nonneg_right (pow_le_pow_left₀ hq0 hle k) (norm_nonneg v)

variable [FiniteDimensional ℝ E]

/-- If `|1 - a μ| ≤ q` for every eigenvalue `μ` of a symmetric `A`, then the error map
`e ↦ e - a A e` multiplies norms by at most `q`. -/
theorem error_map_le {A : E →ₗ[ℝ] E} (hA : A.IsSymmetric) {a q : ℝ} (hq : 0 ≤ q)
    (h : ∀ μ : ℝ, Module.End.HasEigenvalue A μ → |1 - a * μ| ≤ q) (e : E) :
    ‖e - a • A e‖ ≤ q * ‖e‖ := by
  let B := hA.eigenvectorBasis rfl
  have hB : ∀ i, A (B i) = hA.eigenvalues rfl i • B i :=
    fun i => hA.apply_eigenvectorBasis rfl i
  -- in the eigenbasis the error map is diagonal
  have coord : ∀ i, inner ℝ (B i) (e - a • A e)
      = (1 - a * hA.eigenvalues rfl i) * inner ℝ (B i) e := by
    intro i
    rw [inner_sub_right, inner_smul_right, ← hA (B i) e, hB i, real_inner_smul_left]
    ring
  have hsq : ‖e - a • A e‖ ^ 2 ≤ (q * ‖e‖) ^ 2 := by
    rw [mul_pow, ← B.sum_sq_norm_inner_right (e - a • A e),
      ← B.sum_sq_norm_inner_right e, Finset.mul_sum]
    refine Finset.sum_le_sum fun i _ => ?_
    rw [coord i, norm_mul, mul_pow]
    exact mul_le_mul_of_nonneg_right (pow_le_pow_left₀ (norm_nonneg _)
      (h _ (hA.hasEigenvalue_eigenvalues rfl i)) 2) (sq_nonneg _)
  exact (sq_le_sq₀ (norm_nonneg _) (mul_nonneg hq (norm_nonneg _))).1 hsq

/-- For a symmetric `A` with eigenvalues in `[m, M]`, `m > 0`, one mixing step with `a = 2/(m+M)`
reduces the distance to the solution at least by the factor `(M-m)/(M+m)`. -/
theorem mixStep_contracts {A : E →ₗ[ℝ] E} (hA : A.IsSymmetric) {m M : ℝ} (hm : 0 < m)
    (hmM : m ≤ M) (hs : SpectrumIn A m M) {b xs : E} (hxs : A xs = b) (x : E) :
    ‖mixStep A b (2 / (m + M)) x - xs‖ ≤ (M - m) / (M + m) * ‖x - xs‖ := by
  rw [mixStep_error hxs]
  exact error_map_le hA (div_nonneg (by linarith) (by linarith))
    (fun μ hμ => damping_le hm (hs μ hμ).1 (hs μ hμ).2) _

/-- For a symmetric `A` with eigenvalues in `[m, M]`, `m > 0`, and mixing parameter `a = 2/(m+M)`,
the error after `k` mixing steps is at most `((M-m)/(M+m))^k` times the initial error, and the
iterates converge to the solution. -/
theorem mixing_converges {A : E →ₗ[ℝ] E} (hA : A.IsSymmetric) {m M : ℝ} (hm : 0 < m)
    (hmM : m ≤ M) (hs : SpectrumIn A m M) {b xs : E} (hxs : A xs = b) (x₀ : E) :
    (∀ k : ℕ, ‖(mixStep A b (2 / (m + M)))^[k] x₀ - xs‖
      ≤ ((M - m) / (M + m)) ^ k * ‖x₀ - xs‖) ∧
    Tendsto (fun k : ℕ => (mixStep A b (2 / (m + M)))^[k] x₀) atTop (𝓝 xs) := by
  have hq0 : 0 ≤ (M - m) / (M + m) := div_nonneg (by linarith) (by linarith)
  have hq1 : (M - m) / (M + m) < 1 := (div_lt_one (by linarith)).2 (by linarith)
  have bound : ∀ k : ℕ, ‖(mixStep A b (2 / (m + M)))^[k] x₀ - xs‖
      ≤ ((M - m) / (M + m)) ^ k * ‖x₀ - xs‖ := by
    intro k
    induction k with
    | zero => simp
    | succ k ih =>
      rw [Function.iterate_succ_apply', pow_succ', mul_assoc]
      exact (mixStep_contracts hA hm hmM hs hxs _).trans (mul_le_mul_of_nonneg_left ih hq0)
  refine ⟨bound, tendsto_iff_norm_sub_tendsto_zero.2
    (squeeze_zero (fun _ => norm_nonneg _) bound ?_)⟩
  simpa using (tendsto_pow_atTop_nhds_zero_of_lt_one hq0 hq1).mul_const ‖x₀ - xs‖

/-- For a real symmetric matrix `A` with eigenvalues in `[m, M]`, `m > 0`, linear mixing with
`a = 2/(m+M)` contracts the Euclidean distance to `A⁻¹ b` by `(M-m)/(M+m)` in each step, and the
iterates converge to `A⁻¹ b`. -/
theorem matrix_mixing_converges {n : Type*} [Fintype n] [DecidableEq n] {A : Matrix n n ℝ}
    (hA : A.IsSymm) {m M : ℝ} (hm : 0 < m) (hmM : m ≤ M)
    (hs : SpectrumIn (Matrix.toEuclideanLin A) m M) (b : n → ℝ) :
    let step := mixStep (Matrix.toEuclideanLin A) (WithLp.toLp 2 b) (2 / (m + M))
    let sol : EuclideanSpace ℝ n := WithLp.toLp 2 (A⁻¹.mulVec b)
    (∀ x, ‖step x - sol‖ ≤ (M - m) / (M + m) * ‖x - sol‖) ∧
    ∀ x₀, Tendsto (fun k : ℕ => step^[k] x₀) atTop (𝓝 sol) := by
  intro step sol
  have hH : A.IsHermitian := by
    rw [Matrix.IsHermitian, Matrix.conjTranspose_eq_transpose_of_trivial]
    exact hA
  have hS := Matrix.isSymmetric_toEuclideanLin_iff.2 hH
  -- zero is not an eigenvalue, so the matrix is invertible
  have hu : IsUnit A := by
    refine Matrix.mulVec_injective_iff_isUnit.1 fun u v huv => ?_
    by_contra hne
    have h0 : Matrix.toEuclideanLin A (WithLp.toLp 2 (u - v)) = 0 := by
      change WithLp.toLp 2 (A.mulVec (u - v)) = 0
      rw [Matrix.mulVec_sub, sub_eq_zero.2 huv]
      rfl
    have hev : Module.End.HasEigenvalue (Matrix.toEuclideanLin A) (0 : ℝ) :=
      Module.End.hasEigenvalue_of_hasEigenvector (x := WithLp.toLp 2 (u - v))
        ⟨Module.End.mem_eigenspace_iff.2 (by rw [h0, zero_smul]),
          fun h => hne (sub_eq_zero.1 (congrArg WithLp.ofLp h))⟩
    linarith [(hs 0 hev).1]
  have hsol : Matrix.toEuclideanLin A sol = WithLp.toLp 2 b := by
    change WithLp.toLp 2 (A.mulVec (A⁻¹.mulVec b)) = WithLp.toLp 2 b
    rw [Matrix.mulVec_mulVec, Matrix.mul_nonsing_inv _ ((Matrix.isUnit_iff_isUnit_det A).1 hu),
      Matrix.one_mulVec]
  exact ⟨mixStep_contracts hS hm hmM hs hsol,
    fun x₀ => (mixing_converges hS hm hmM hs hsol x₀).2⟩

end

end LinearMixing
```

```lean
#print axioms LinearMixing.rate_optimal
-- 'LinearMixing.rate_optimal' depends on axioms: [propext, Classical.choice, Quot.sound]
#print axioms LinearMixing.matrix_mixing_converges
-- 'LinearMixing.matrix_mixing_converges' depends on axioms: [propext, Classical.choice, Quot.sound]
```

## What the theorems say about A, b and the spectrum

The space `E` is a real inner product space, and `A : E →ₗ[ℝ] E` is a linear operator on it. The definition `mixStep A b a x` is one mixing step, and `(mixStep A b a)^[k] x₀` is the vector \(x_k\) after \(k\) steps. The solution \(x_*\) is called `xs`, and it enters through the hypothesis `A xs = b`.

The condition `SpectrumIn A m M` says that every real eigenvalue of `A` lies between `m` and `M`. The two numbers are bounds and need not be eigenvalues, so safe estimates of the spectral edges are enough, although loose ones give a weaker guarantee. The hypothesis `0 < m` means that each mode of the error produces a residual that pushes it back towards the solution: no mode is neutral and none is driven away. The upper bound `M` limits how strongly the stiffest mode responds, and so how large a step is safe.

There are four main statements:

- `mixStep_contracts` is the one-step bound for a symmetric operator on a finite-dimensional space.
- `mixing_converges`, again for a symmetric operator in finite dimension, gives the bound with \(q^k\) after \(k\) steps, and convergence to `xs` from every `x₀`.
- `matrix_mixing_converges` is the claim in your question. It takes a real symmetric matrix and concludes that each step contracts the distance to \(A^{-1}b\) and that the iterates converge to it.
- `rate_optimal` says that if `m` and `M` are both eigenvalues, then for every `a` there is a starting point different from `xs` whose error after `k` steps is at least \(q^k\) times the initial error, for all `k` at once.

In the matrix theorem, `Matrix.toEuclideanLin A` is the matrix acting on `EuclideanSpace ℝ n`, and `WithLp.toLp 2` regards a plain tuple of numbers as a vector with the Euclidean norm. This matters because the contraction factor belongs to that norm. Lean assigns a value to `A⁻¹` even for a singular matrix, but the proof establishes that `A` is invertible, so this is the true inverse.

The theorem `rate_optimal` needs neither symmetry nor finite dimension. Its starting point may depend on `a`, and it concerns one value of `a` kept for all steps. Schedules that change `a` from step to step are a different problem, as are methods that use the history of earlier iterates. The arithmetic is exact, and the bounds `m` and `M` are given, not computed.

In electronic structure, this is the linear model of simple density mixing in a self-consistent field calculation: \(Ax - b\) stands for the input density minus the output density, under the restriction that this residual is exactly linear with a symmetric, positive definite Jacobian. A real self-consistency map is nonlinear, and its Jacobian need not be symmetric in the Euclidean inner product.

## From the eigenbasis to the matrix inverse

**The error map.** `mixStep_error` is the first displayed identity. It uses linearity and `A xs = b`, and the tactic `module` finishes the vector algebra. `eigenvector_error` follows an error along an eigenvector through `k` steps by induction, each step contributing one more factor \(1 - a\mu\).

**The damping factor.** `damping_le` puts \(1 - 2\mu/(m+M)\) over the common denominator \(M + m\) and then bounds the numerator from both sides, as in the derivation.

**The norm bound.** `error_map_le` is where symmetry does its work. Mathlib's `eigenvectorBasis` supplies the orthonormal basis, named `B` in the proof. The intermediate claim `coord` is the formula for the component of the new error along \(v_i\); in its proof, symmetry moves `A` from one side of the inner product to the other. The lemma `sum_sq_norm_inner_right` writes a squared norm as the sum of squared components, `Finset.sum_le_sum` compares the two sums term by term, and the last line removes the squares, since both sides are nonnegative.

**Contraction and convergence.** `mixStep_contracts` combines the three results: it rewrites the new error by `mixStep_error`, then applies `error_map_le` with the bound from `damping_le`. In `mixing_converges`, induction on `k` turns this into the bound with \(q^k\). The lemma `squeeze_zero` then traps the error norm between zero and a sequence that tends to zero because \(0 \le q < 1\).

**The matrix case.** The proof of `matrix_mixing_converges` first converts the symmetry of the matrix into the symmetry of the operator. The step `hu` is the argument for invertibility: two different vectors with the same image would make zero an eigenvalue, against `0 < m`. The step `hsol` checks that \(A^{-1}b\) solves the system, and the operator theorems then apply with this vector as `xs`.

**Optimality.** In `rate_optimal`, the claim `key` says that one of the extreme eigenvalues has \(|1 - a\mu| \ge q\). It is proved by contradiction. The quotient \((M-m)/(M+m)\) is replaced by a symbol `q` about which only \(q(M+m) = M-m\) is kept. The facts `e1` and `e2` are the two strict inequalities multiplied by \(M\) and \(m\), and `nlinarith` finds the contradiction in their sum. The starting point is `xs + v`, and `eigenvector_error` gives its error after every number of steps.
